# For nonzero hopping, a semi-infinite chain has a surface state exactly when |U| > |t|

Take a chain of layers $0, 1, 2, \dots$ with one orbital per layer. Let $\psi_n$ be the amplitude on layer $n$, $t$ the hopping between neighbours, $U$ the on-site energy of the surface layer $0$, and $E$ the energy of the state. All deeper layers have on-site energy zero.

Set $t = 1$ and $U = 2$, and try the amplitudes $1, \tfrac12, \tfrac14, \dots$ The surface equation reads $2\cdot 1 + \tfrac12 = E$, so $E = \tfrac52$. The equation on layer 1 reads $1 + \tfrac14 = \tfrac52\cdot\tfrac12$, which is true, and each deeper equation is the same one multiplied by a power of $\tfrac12$. This is a state bound to the surface.

Now set $U = \tfrac12$. The amplitudes $1, 2, 4, \dots$ solve the equations, again with $E = \tfrac52$, but they grow into the bulk and cannot be normalised. In both cases the ratio of neighbouring amplitudes is $t/U$, and a bound state needs this ratio to be below one in magnitude. What remains to be shown is that no bound state of another shape exists.

## The chain and its bound states

```lean
import Mathlib

open Filter Topology

namespace SemiInfiniteChain
```

The first line loads the mathematical library Mathlib. The `open` line makes the notation for limits available, and the namespace prefixes the names that follow.

```lean
/-- The stationary equations of a semi-infinite chain with hopping `t`, on-site energy `U` on the
surface layer `0` and on-site energy zero on all other layers. -/
structure IsChainSolution (U t : ℝ) (E : ℂ) (ψ : ℕ → ℂ) : Prop where
  surface : U * ψ 0 + t * ψ 1 = E * ψ 0
  bulk : ∀ n, t * (ψ n + ψ (n + 2)) = E * ψ (n + 1)
```

A `structure` of type `Prop` is a list of conditions that must all hold. Here they are

$$U\psi_0 + t\psi_1 = E\psi_0, \qquad t(\psi_n + \psi_{n+2}) = E\psi_{n+1} \quad (n = 0, 1, 2, \dots).$$

The condition `bulk n` is therefore the equation on layer $n+1$. The amplitudes form a function `ψ : ℕ → ℂ`, and $U$ and $t$ are real. The energy is allowed to be complex, so that its reality can be a result.

The model is non-interacting, with nearest-neighbour hopping that is the same on every bond, including the one at the surface. The parameter $U$ is an on-site energy and not a Hubbard repulsion. It stands for the shift that the outermost orbital feels because its surroundings differ from the bulk, or because it belongs to a different atom.

```lean
/-- A surface state: a nonzero, square-summable solution of the chain equations. -/
structure IsSurfaceState (U t : ℝ) (E : ℂ) (ψ : ℕ → ℂ) : Prop where
  solution : IsChainSolution U t E ψ
  nonzero : ψ ≠ 0
  summable : Summable fun n => ‖ψ n‖ ^ 2
```

A surface state is a solution that is not identically zero and has finite total weight $\sum_n |\psi_n|^2$. It need not be normalised to one.

## A quantity that is the same on every bond

```lean
/-- Along any solution of the chain equations, the quadratic form
`t (ψₙ² + ψₙ₊₁²) - E ψₙ ψₙ₊₁` has the same value on every bond. -/
theorem bond_invariant {U t : ℝ} {E : ℂ} {ψ : ℕ → ℂ} (h : IsChainSolution U t E ψ) (n : ℕ) :
    t * (ψ n ^ 2 + ψ (n + 1) ^ 2) - E * (ψ n * ψ (n + 1))
      = t * (ψ 0 ^ 2 + ψ 1 ^ 2) - E * (ψ 0 * ψ 1) := by
  induction n with
  | zero => rfl
  | succ n ih =>
    have hb : t * (ψ n + ψ (n + 1 + 1)) = E * ψ (n + 1) := h.bulk n
    linear_combination ih + (ψ (n + 1 + 1) - ψ n) * hb
```

Define $Q_n = t(\psi_n^2 + \psi_{n+1}^2) - E\psi_n\psi_{n+1}$, with plain squares and not absolute squares. The theorem says $Q_n = Q_0$ for every $n$. By hand,

$$Q_{n+1} - Q_n = (\psi_{n+2} - \psi_n)\,\bigl[t(\psi_n + \psi_{n+2}) - E\psi_{n+1}\bigr] = 0,$$

because the bracket vanishes by the bulk equation. The Lean proof is this induction. The tactic `linear_combination` is told which known equations to add and with what factors, and it checks that the algebra closes. The factor `ψ (n + 1 + 1) - ψ n` is the one in front of the bracket above.

```lean
/-- For nonzero hopping, a solution that vanishes on the surface layer vanishes on every layer. -/
theorem eq_zero_of_surface_eq_zero {U t : ℝ} {E : ℂ} {ψ : ℕ → ℂ} (ht : t ≠ 0)
    (h : IsChainSolution U t E ψ) (h0 : ψ 0 = 0) : ψ = 0 := by
  have htc : (t : ℂ) ≠ 0 := Complex.ofReal_ne_zero.mpr ht
  have key : ∀ n, ψ n = 0 ∧ ψ (n + 1) = 0 := by
    intro n
    induction n with
    | zero =>
      have h1 : ψ 1 = 0 := by
        apply mul_left_cancel₀ htc
        linear_combination h.surface + (E - U) * h0
      exact ⟨h0, h1⟩
    | succ n ih =>
      have h2 : ψ (n + 2) = 0 := by
        apply mul_left_cancel₀ htc
        linear_combination h.bulk n - t * ih.1 + E * ih.2
      exact ⟨ih.2, h2⟩
  funext n
  exact (key n).1
```

If $\psi_0 = 0$, the surface equation leaves $t\psi_1 = 0$, so $\psi_1 = 0$ because $t \neq 0$. If $\psi_n$ and $\psi_{n+1}$ both vanish, the bulk equation leaves $t\psi_{n+2} = 0$. The induction carries two neighbouring layers at a time, since the equations link three. For nonzero hopping, a surface state thus always has some amplitude on the surface layer.

## The energy, found from decay alone

```lean
/-- A solution that decays into the bulk and has nonzero surface amplitude
has an energy obeying `U (E - U) = t²`. -/
theorem energy_condition {U t : ℝ} {E : ℂ} {ψ : ℕ → ℂ} (h : IsChainSolution U t E ψ)
    (h0 : ψ 0 ≠ 0) (hd : Tendsto ψ atTop (𝓝 0)) : (U : ℂ) * (E - U) = (t : ℂ) ^ 2 := by
  have hd' : Tendsto (fun n => ψ (n + 1)) atTop (𝓝 0) := hd.comp (tendsto_add_atTop_nat 1)
  -- the invariant tends to zero deep in the bulk, hence it is zero at the surface
  have hlim := (((hd.pow 2).add (hd'.pow 2)).const_mul (t : ℂ)).sub
    ((hd.mul hd').const_mul E)
  have hconst := hlim.congr (bond_invariant h)
  have hQ := tendsto_nhds_unique tendsto_const_nhds hconst
  have hQ' : t * (ψ 0 ^ 2 + ψ 1 ^ 2) - E * (ψ 0 * ψ 1) = 0 := by
    rw [hQ]; ring
  -- eliminate the second layer by the surface equation
  have h1 : t * ψ 1 = (E - U) * ψ 0 := by linear_combination h.surface
  apply mul_left_cancel₀ (pow_ne_zero 2 h0)
  linear_combination (-(t : ℂ)) * hQ' + (t * ψ 1 + (E - U) * ψ 0 - E * ψ 0) * h1
```

The hypothesis `Tendsto ψ atTop (𝓝 0)` means $\psi_n \to 0$ as $n \to \infty$. Then $Q_n \to 0$ as well, and since $Q_n$ is constant, $Q_0 = 0$. The surface equation gives $t\psi_1 = (E-U)\psi_0$. Multiply $Q_0$ by $t$ and insert this:

$$0 = t^2\psi_0^2 + (E-U)^2\psi_0^2 - E(E-U)\psi_0^2 = \bigl[t^2 - U(E-U)\bigr]\psi_0^2.$$

Dividing by $\psi_0^2 \neq 0$ gives $U(E-U) = t^2$. In Lean, `tendsto_nhds_unique` supplies the step that a sequence has only one limit, and `mul_left_cancel₀` performs the division.

```lean
/-- For nonzero hopping and an energy with `U (E - U) = t²`, every solution is the geometric
profile `ψₙ = ψ₀ (t/U)ⁿ`. -/
theorem geometric_profile {U t : ℝ} {E : ℂ} {ψ : ℕ → ℂ} (ht : t ≠ 0)
    (h : IsChainSolution U t E ψ) (hE : (U : ℂ) * (E - U) = (t : ℂ) ^ 2) (n : ℕ) :
    ψ n = ψ 0 * ((t : ℂ) / U) ^ n := by
  have htc : (t : ℂ) ≠ 0 := Complex.ofReal_ne_zero.mpr ht
  have hU : (U : ℂ) ≠ 0 := by
    intro hU
    rw [hU, zero_mul] at hE
    exact pow_ne_zero 2 htc hE.symm
  -- neighbouring layers have the fixed ratio t / U
  have step : ∀ n, U * ψ (n + 1) = t * ψ n := by
    intro n
    induction n with
    | zero =>
      have h1 : U * ψ 1 = t * ψ 0 := by
        apply mul_left_cancel₀ htc
        linear_combination U * h.surface + ψ 0 * hE
      exact h1
    | succ n ih =>
      have h2 : U * ψ (n + 2) = t * ψ (n + 1) := by
        apply mul_left_cancel₀ htc
        linear_combination U * h.bulk n + U * ih + ψ (n + 1) * hE
      exact h2
  induction n with
  | zero => simp
  | succ n ih =>
    have hs : ψ (n + 1) = t * ψ n / U := by
      rw [eq_div_iff hU]
      linear_combination step n
    rw [hs, ih]
    ring
```

Given $U(E-U) = t^2$ with $t \neq 0$, $U$ cannot be zero. The claim `step` is $U\psi_{n+1} = t\psi_n$. On the first bond,

$$tU\psi_1 = U(E-U)\psi_0 = t^2\psi_0,$$

and cancelling $t$ gives the claim. If it holds for $n$, then

$$tU\psi_{n+2} = UE\psi_{n+1} - U\,t\psi_n = U(E-U)\psi_{n+1} = t^2\psi_{n+1},$$

and cancelling $t$ gives it for $n+1$. Repeated use yields $\psi_n = \psi_0(t/U)^n$. No decay is assumed here, so the growing solution of the opening example is included.

## The complete description

```lean
/-- The weight of a geometric profile with ratio `t/U`, `U ≠ 0`, on layer `n` is
`|a|² ((t/U)²)ⁿ`, and the ratio `(t/U)²` is below one exactly when `|t| < |U|`. -/
theorem layer_weight {U : ℝ} (t : ℝ) (hU : U ≠ 0) (a : ℂ) :
    (∀ n : ℕ, ‖a * ((t : ℂ) / U) ^ n‖ ^ 2 = ‖a‖ ^ 2 * ((t / U) ^ 2) ^ n) ∧
      ((t / U) ^ 2 < 1 ↔ |t| < |U|) := by
  constructor
  · intro n
    rw [← Complex.ofReal_div, norm_mul, norm_pow, Complex.norm_real, Real.norm_eq_abs,
      mul_pow, ← pow_mul, mul_comm n 2, pow_mul, sq_abs]
  · rw [div_pow, div_lt_one (by positivity), sq_lt_sq]
```

This lemma prepares the geometric series. The weight on layer $n$ is $|a|^2\,[(t/U)^2]^n$, where $a$ is the surface amplitude, and $(t/U)^2 < 1$ is the same condition as $|t| < |U|$.

```lean
/-- For nonzero hopping, `ψ` is a surface state of energy `E` exactly when `|t| < |U|`,
`E = U + t²/U`, and `ψₙ = ψ₀ (t/U)ⁿ` with `ψ₀ ≠ 0`. -/
theorem isSurfaceState_iff {U t : ℝ} (ht : t ≠ 0) (E : ℂ) (ψ : ℕ → ℂ) :
    IsSurfaceState U t E ψ ↔
      |t| < |U| ∧ E = ((U + t ^ 2 / U : ℝ) : ℂ) ∧ ψ 0 ≠ 0 ∧
        ∀ n, ψ n = ψ 0 * ((t : ℂ) / U) ^ n := by
  constructor
  · rintro ⟨h, hne, hs⟩
    have h0 : ψ 0 ≠ 0 := fun h0 => hne (eq_zero_of_surface_eq_zero ht h h0)
    -- square-summable amplitudes decay into the bulk
    have hd : Tendsto ψ atTop (𝓝 0) := by
      have hq := hs.tendsto_atTop_zero.sqrt
      have e : ∀ n, √(‖ψ n‖ ^ 2) = ‖ψ n‖ := fun n => Real.sqrt_sq (norm_nonneg _)
      simp only [e, Real.sqrt_zero] at hq
      exact tendsto_zero_iff_norm_tendsto_zero.mpr hq
    have hE := energy_condition h h0 hd
    have hψ := geometric_profile ht h hE
    have hU : U ≠ 0 := by
      rintro rfl
      rw [Complex.ofReal_zero, zero_mul] at hE
      exact pow_ne_zero 2 (Complex.ofReal_ne_zero.mpr ht) hE.symm
    obtain ⟨hw, hr⟩ := layer_weight t hU (ψ 0)
    refine ⟨?_, ?_, h0, hψ⟩
    · -- a summable geometric series has ratio below one
      have hg : Summable fun n : ℕ => ‖ψ 0‖ ^ 2 * ((t / U) ^ 2) ^ n :=
        hs.congr fun n => by rw [← hw n, ← hψ n]
      have hn : ‖ψ 0‖ ^ 2 ≠ 0 := pow_ne_zero 2 (norm_ne_zero_iff.mpr h0)
      have hlt := summable_geometric_iff_norm_lt_one.mp ((summable_mul_left_iff hn).mp hg)
      rw [Real.norm_eq_abs, abs_of_nonneg (sq_nonneg _)] at hlt
      exact hr.mp hlt
    · have hq : E - U = (t : ℂ) ^ 2 / U := by
        rw [eq_div_iff (Complex.ofReal_ne_zero.mpr hU)]
        linear_combination hE
      push_cast
      linear_combination hq
  · rintro ⟨hlt, hE, h0, hψ⟩
    have hU : U ≠ 0 := abs_pos.mp ((abs_nonneg t).trans_lt hlt)
    obtain ⟨hw, hr⟩ := layer_weight t hU (ψ 0)
    have hrU : (U : ℂ) * ((t : ℂ) / U) = t := by
      have hUc : (U : ℂ) ≠ 0 := Complex.ofReal_ne_zero.mpr hU
      field_simp
    have hE' : E = U + t * ((t : ℂ) / U) := by
      rw [hE]; push_cast; ring
    refine ⟨⟨?_, fun n => ?_⟩, fun hz => h0 (congrFun hz 0), ?_⟩
    · rw [hψ 1, hE']
      ring
    · rw [hψ n, hψ (n + 1), hψ (n + 2), hE']
      generalize (t : ℂ) / U = r at hrU ⊢
      linear_combination (-(ψ 0 * r ^ n)) * hrU
    · have hg := (summable_geometric_of_lt_one (sq_nonneg (t / U)) (hr.mpr hlt)).mul_left
        (‖ψ 0‖ ^ 2)
      exact hg.congr fun n => by rw [hψ n, hw n]
```

The symbol `↔` means "exactly when". On its right stand four statements joined by "and":

$$|t| < |U|, \qquad E = U + \frac{t^2}{U}, \qquad \psi_0 \neq 0, \qquad \psi_n = \psi_0\left(\frac{t}{U}\right)^n \text{ for all } n.$$

The expression `((U + t ^ 2 / U : ℝ) : ℂ)` is a real number regarded as a complex one, so the energy of a surface state is real. For given $U$ and $t \neq 0$ the state, if it exists, is unique up to the factor $\psi_0$.

From left to right, the terms of a convergent sum tend to zero, so $\psi_n \to 0$. The earlier theorems then give $\psi_0 \neq 0$, the energy condition and the geometric profile. The total weight is now a geometric series with ratio $(t/U)^2$, which converges only if $|t| < |U|$. Dividing the energy condition by $U$ gives $E$.

From right to left, write $r = t/U$, so that $Ur = t$ and $E = U + tr$. The surface equation holds at once, and in the bulk

$$E\psi_{n+1} = \psi_0 r^n(Ur + tr^2) = \psi_0 r^n(t + tr^2) = t(\psi_n + \psi_{n+2}).$$

The weight is finite because $r^2 < 1$.

```lean
/-- For nonzero hopping, the chain has a surface state at some real energy exactly when the
surface on-site energy exceeds the hopping in magnitude. -/
theorem exists_surfaceState_iff {U t : ℝ} (ht : t ≠ 0) :
    (∃ E : ℝ, ∃ ψ : ℕ → ℂ, IsSurfaceState U t E ψ) ↔ |t| < |U| := by
  constructor
  · rintro ⟨E, ψ, h⟩
    exact ((isSurfaceState_iff ht _ ψ).mp h).1
  · intro h
    refine ⟨U + t ^ 2 / U, fun n => ((t : ℂ) / U) ^ n, (isSurfaceState_iff ht _ _).mpr ?_⟩
    exact ⟨h, rfl, by simp, fun n => by simp⟩
```

Here `∃ E : ℝ, ∃ ψ` reads "there are a real energy and an amplitude". One direction reads $|t| < |U|$ off the previous theorem; the other exhibits $\psi_n = (t/U)^n$. The inequality is strict: at $|U| = |t|$ the profile has the same magnitude on every layer.

The condition $t \neq 0$ matters. Without hopping each layer is isolated and carries a localised state of its own, even for $U = 0$.

In this non-interacting one-orbital model, the result gives the threshold at which a shifted surface level splits off as a surface state. If layer 0 is read as an adsorbed atom bound to the chain with the same hopping $t$, it is also the threshold for a localised chemisorption state.

## Distance from the band and weight at the surface

```lean
/-- For nonzero hopping, the energy of a surface state satisfies `|E| > 2|t|`. -/
theorem energy_outside_band {U t : ℝ} {E : ℂ} {ψ : ℕ → ℂ} (ht : t ≠ 0)
    (h : IsSurfaceState U t E ψ) : 2 * |t| < ‖E‖ := by
  obtain ⟨hlt, hE, -, -⟩ := (isSurfaceState_iff ht E ψ).mp h
  have hUpos : 0 < |U| := (abs_nonneg t).trans_lt hlt
  have hU : U ≠ 0 := abs_pos.mp hUpos
  have hsum : U + t ^ 2 / U = (U ^ 2 + t ^ 2) / U := by field_simp
  rw [hE, Complex.norm_real, Real.norm_eq_abs, hsum, abs_div,
    abs_of_nonneg (by positivity : 0 ≤ U ^ 2 + t ^ 2), lt_div_iff₀ hUpos]
  nlinarith [sq_abs t, sq_abs U, pow_pos (sub_pos.mpr hlt) 2]
```

The notation `‖E‖` is the modulus $|E|$. From the energy formula,

$$|E| - 2|t| = \frac{U^2 + t^2 - 2|U||t|}{|U|} = \frac{(|U| - |t|)^2}{|U|} > 0.$$

The tactic `nlinarith` finishes the proof from the positivity of that square. Bulk waves have energies $2t\cos k$, with $k$ the phase advance per layer, so the surface state lies outside their band: above it for $U > 0$ and below it for $U < 0$.

```lean
/-- For nonzero hopping, the surface layer carries the fraction `1 - (t/U)²` of the total weight
of a surface state. -/
theorem surface_weight {U t : ℝ} {E : ℂ} {ψ : ℕ → ℂ} (ht : t ≠ 0)
    (h : IsSurfaceState U t E ψ) :
    ‖ψ 0‖ ^ 2 = (1 - (t / U) ^ 2) * ∑' n, ‖ψ n‖ ^ 2 := by
  obtain ⟨hlt, -, -, hψ⟩ := (isSurfaceState_iff ht E ψ).mp h
  have hU : U ≠ 0 := abs_pos.mp ((abs_nonneg t).trans_lt hlt)
  obtain ⟨hw, hr⟩ := layer_weight t hU (ψ 0)
  have hq := hr.mpr hlt
  have hsum : ∑' n, ‖ψ n‖ ^ 2 = ‖ψ 0‖ ^ 2 * (1 - (t / U) ^ 2)⁻¹ := by
    rw [← tsum_geometric_of_lt_one (sq_nonneg (t / U)) hq, ← tsum_mul_left]
    exact tsum_congr fun n => by rw [hψ n, hw n]
  rw [hsum, mul_left_comm, mul_inv_cancel₀ (sub_pos.mpr hq).ne', mul_one]

end SemiInfiniteChain
```

The symbol `∑'` is an infinite sum. Summing the geometric series gives

$$\sum_n |\psi_n|^2 = \frac{|\psi_0|^2}{1 - (t/U)^2},$$

which rearranges to the theorem. For a state normalised to one, $|\psi_0|^2 = 1 - (t/U)^2$. With $t = 1$ and $U = 2$, three quarters of the weight sits on the surface layer. As $|U|$ comes down towards $|t|$, this fraction goes to zero and the state spreads into the bulk.

```lean
#print axioms SemiInfiniteChain.exists_surfaceState_iff
-- 'SemiInfiniteChain.exists_surfaceState_iff' depends on axioms: [propext, Classical.choice, Quot.sound]
#print axioms SemiInfiniteChain.energy_outside_band
-- 'SemiInfiniteChain.energy_outside_band' depends on axioms: [propext, Classical.choice, Quot.sound]
#print axioms SemiInfiniteChain.surface_weight
-- 'SemiInfiniteChain.surface_weight' depends on axioms: [propext, Classical.choice, Quot.sound]
```
